# Mean orientation K/(J+1) of a symmetric top with M = J

We describe the rotational state by its probability density in $x=\cos\theta$ and do not derive it from the rotor's Schrödinger equation. Here $\theta$ is the angle between the figure axis of the molecule and a fixed direction in space, the direction of an applied field. The integer $J\ge 0$ is the angular momentum quantum number, $K$ its projection on the figure axis and $M$ its projection on the field direction. For $M=J$ and integers $|K|\le J$ the density, up to normalisation, is

$$\rho_K(x)=(1+x)^{J+K}(1-x)^{J-K},\qquad -1\le x\le 1 .$$

Matrix elements also need a phase. With $\chi$ the angle of rotation about the figure axis and $W_K=\int_{-1}^{1}\rho_K\,dx$, we take

$$\psi_K(x,\chi)=\sqrt{\frac{\rho_K(x)}{2\pi W_K}}\;e^{iK\chi}.$$

The amplitude of an $M=J$ state does not change sign between the poles, so the nonnegative root loses at most a constant phase. The dependence on the space-fixed azimuth is the same for all states with $M=J$ and is left out.

## The mean and the matrix by integration

The claim is that $\langle\cos\theta\rangle=K/(J+1)$. Write $a=J+K$ and $b=J-K$, both nonnegative. The product rule gives

$$\frac{d}{dx}\Big[(1+x)^{a+1}(1-x)^{b+1}\Big]=\rho_K\big[(a+1)(1-x)-(b+1)(1+x)\big]=\rho_K\big[(a-b)-(a+b+2)x\big].$$

The bracket on the left vanishes at $x=\pm1$, because both exponents are at least one. Integration over $[-1,1]$ therefore gives

$$(a+b+2)\int_{-1}^{1}x\rho_K\,dx=(a-b)\int_{-1}^{1}\rho_K\,dx .$$

Since $a+b+2=2(J+1)$, $a-b=2K$ and $W_K>0$, division yields

$$\langle\cos\theta\rangle_K=\frac{K}{J+1},\qquad J(J+1)\langle\cos\theta\rangle_K=KM\quad(M=J).$$

For $J\ge1$ the second form is the familiar $KM/(J(J+1))$.

Take $J=2$, $K=1$ as an instance. The density is $(1+x)^3(1-x)=1+2x-2x^3-x^4$. Its integral is $2-\tfrac25=\tfrac85$, and the integral of $x$ times the density is $\tfrac43-\tfrac45=\tfrac8{15}$. The ratio is $\tfrac13$, as $K/(J+1)$ requires.

In the equal mixture of $K$ and $-K$ the mean is $\tfrac12\big(\tfrac{K}{J+1}-\tfrac{K}{J+1}\big)=0$.

The matrix element of $\cos\theta$ between $K$ and $K'$ factorises into an integral over $x$ and the phase integral

$$\int_0^{2\pi}e^{i(K'-K)\chi}\,d\chi=\begin{cases}0,&K'\ne K,\\ 2\pi,&K'=K.\end{cases}$$

For $K'=K$ the factor $2\pi$ cancels the one in the normalisation, and the mean remains. With $s=K/(J+1)$ and $K\neq0$, the matrix on the pair $K,-K$ is $\mathrm{diag}(s,-s)$. In the combinations $(\psi_K\pm\psi_{-K})/\sqrt2$ it becomes

$$\frac12\begin{pmatrix}1&1\\1&-1\end{pmatrix}\begin{pmatrix}s&0\\0&-s\end{pmatrix}\begin{pmatrix}1&1\\1&-1\end{pmatrix}=\begin{pmatrix}0&s\\s&0\end{pmatrix}.$$

Each combination has mean orientation zero, yet $\cos\theta$ couples the two. For a rigid top with a permanent dipole along its figure axis, this coupling within fixed $J$ and $M=J$ is what produces the first-order Stark shift, linear in the field, when the pair is degenerate.

## Density, wavefunction and matrix as Lean definitions

```lean
import Mathlib

open Matrix
open scoped Real ComplexConjugate

namespace SymmetricTopOrientation

noncomputable section
```

`J` is a natural number and `K` an integer. There is no variable for $M$, which is fixed to $J$ throughout.

```lean
/-- Unnormalised density in `x = cos θ` of the symmetric-top state with `M = J`,
for integers `|K| ≤ J`. -/
def density (J : ℕ) (K : ℤ) (x : ℝ) : ℝ :=
  (1 + x) ^ ((J : ℤ) + K).toNat * (1 - x) ^ ((J : ℤ) - K).toNat
```

The exponents are integers converted to natural numbers by `toNat`. The conversion leaves them unchanged when $|K|\le J$, which is the hypothesis `hK` of the theorems about orientation.

```lean
/-- Integral of the density over `-1 ≤ cos θ ≤ 1`. -/
def totalWeight (J : ℕ) (K : ℤ) : ℝ := ∫ x in (-1 : ℝ)..1, density J K x
```

This is $W_K$. Dividing by it turns the unnormalised density into a probability density.

```lean
/-- Mean of `cos θ` in the state with `M = J`. -/
def meanCos (J : ℕ) (K : ℤ) : ℝ :=
  (∫ x in (-1 : ℝ)..1, x * density J K x) / totalWeight J K
```

The mean is a ratio of two integrals, so its value $K/(J+1)$ has to be proved.

```lean
/-- Wavefunction in `x = cos θ` and the angle `χ` about the figure axis; the phase in the
space-fixed azimuth, common to all states with `M = J`, is left out. -/
def wave (J : ℕ) (K : ℤ) (x χ : ℝ) : ℂ :=
  ((√(density J K x / (2 * π * totalWeight J K)) : ℝ) : ℂ) * Complex.exp (Complex.I * K * χ)
```

The definition is $\psi_K$ as above, with the real square root embedded in the complex numbers.

```lean
/-- Matrix element of `cos θ` between the states `K` and `K'` with the same `J` and `M = J`. -/
def cosElement (J : ℕ) (K K' : ℤ) : ℂ :=
  ∫ x in (-1 : ℝ)..1, ∫ χ in (0 : ℝ)..2 * π, conj (wave J K x χ) * x * wave J K' x χ
```

The inner integral runs over a full turn in $\chi$ and the outer one over $x$. The measure $dx$ already contains the factor $\sin\theta\,d\theta$.

```lean
/-- Matrix of `cos θ` on the pair of states `K`, `-K`. -/
def cosMatrix (J : ℕ) (K : ℤ) : Matrix (Fin 2) (Fin 2) ℂ :=
  !![cosElement J K K, cosElement J K (-K); cosElement J (-K) K, cosElement J (-K) (-K)]
```

The first row and column belong to $K$, the second to $-K$.

```lean
/-- Columns: the sum and the difference of the states `K` and `-K`, divided by `√2`. -/
def parityBasis : Matrix (Fin 2) (Fin 2) ℂ := ((1 / √2 : ℝ) : ℂ) • !![1, 1; 1, -1]
```

The columns are the sum and difference combinations. For $K\ne0$ these are commonly called the parity combinations of the top; the file identifies them by this form and defines no inversion operator. For $K=0$ the pair is one state listed twice, and the matrix of $\cos\theta$ is zero.

## The mean from a total derivative

```lean
/-- Balance of moments for the density `(1+x)^a (1-x)^b` on `[-1,1]`, with natural exponents. -/
theorem moment_balance (a b : ℕ) :
    ((a : ℝ) + b + 2) * ∫ x in (-1 : ℝ)..1, x * ((1 + x) ^ a * (1 - x) ^ b) =
      ((a : ℝ) - b) * ∫ x in (-1 : ℝ)..1, (1 + x) ^ a * (1 - x) ^ b := by
  have hd : ∀ x : ℝ, HasDerivAt (fun y : ℝ => (1 + y) ^ (a + 1) * (1 - y) ^ (b + 1))
      (((a : ℝ) - b) * ((1 + x) ^ a * (1 - x) ^ b)
        - ((a : ℝ) + b + 2) * (x * ((1 + x) ^ a * (1 - x) ^ b))) x := by
    intro x
    have h1 := ((hasDerivAt_id' x).const_add (1 : ℝ)).fun_pow (a + 1)
    have h2 := ((hasDerivAt_id' x).const_sub (1 : ℝ)).fun_pow (b + 1)
    refine (h1.fun_mul h2).congr_deriv ?_
    simp only [add_tsub_cancel_right, pow_succ]
    push_cast
    ring
  have h := intervalIntegral.integral_eq_sub_of_hasDerivAt (fun x _ => hd x)
    (Continuous.intervalIntegrable (by fun_prop) (-1) 1)
  -- the boundary terms vanish at both poles
  have hb : (1 + (1 : ℝ)) ^ (a + 1) * (1 - 1) ^ (b + 1)
      - (1 + (-1 : ℝ)) ^ (a + 1) * (1 - (-1)) ^ (b + 1) = 0 := by simp
  have h0 := h.trans hb
  rw [intervalIntegral.integral_sub, intervalIntegral.integral_const_mul,
    intervalIntegral.integral_const_mul] at h0
  · linarith
  · exact Continuous.intervalIntegrable (by fun_prop) _ _
  · exact Continuous.intervalIntegrable (by fun_prop) _ _
```

The statement is the balance between $\int x\rho$ and $\int\rho$ for arbitrary natural exponents. In the proof, `hd` is the derivative computed by hand, the fundamental theorem of calculus integrates it, and `hb` records that the boundary terms vanish. Splitting the integral and rearranging gives the identity.

```lean
/-- The total weight is positive. -/
theorem totalWeight_pos (J : ℕ) (K : ℤ) : 0 < totalWeight J K := by
  unfold totalWeight density
  refine intervalIntegral.intervalIntegral_pos_of_pos_on
    (Continuous.intervalIntegrable (by fun_prop) _ _) ?_ (by norm_num)
  intro x hx
  have h1 : 0 < 1 + x := by linarith [hx.1]
  have h2 : 0 < 1 - x := by linarith [hx.2]
  positivity
```

Both factors are positive strictly between the poles, so the integral is positive. This permits the division in the next theorem.

```lean
/-- For integers `|K| ≤ J` the state with `M = J` has mean `cos θ` equal to `K/(J+1)`. -/
theorem meanCos_eq (J : ℕ) (K : ℤ) (hK : |K| ≤ J) : meanCos J K = K / (J + 1) := by
  obtain ⟨hl, hu⟩ := abs_le.mp hK
  obtain ⟨a, ha⟩ := Int.eq_ofNat_of_zero_le (show 0 ≤ (J : ℤ) + K by omega)
  obtain ⟨b, hb⟩ := Int.eq_ofNat_of_zero_le (show 0 ≤ (J : ℤ) - K by omega)
  have ha' : (a : ℝ) = J + K := by exact_mod_cast ha.symm
  have hb' : (b : ℝ) = J - K := by exact_mod_cast hb.symm
  have hρ : ∀ x, density J K x = (1 + x) ^ a * (1 - x) ^ b := by
    intro x
    simp only [density, ha, hb, Int.toNat_natCast]
  have h := moment_balance a b
  rw [ha', hb'] at h
  have hJ : (J : ℝ) + 1 ≠ 0 := by positivity
  unfold meanCos
  rw [div_eq_div_iff (totalWeight_pos J K).ne' hJ]
  unfold totalWeight
  simp only [hρ]
  linear_combination h / 2
```

The proof introduces natural numbers `a` and `b` equal to $J+K$ and $J-K$, applies `moment_balance`, and cross-multiplies. The final `h / 2` removes the common factor in $2(J+1)$ and $2K$.

```lean
/-- For integers `|K| ≤ J` and `M = J`, the product of `J(J+1)` and the mean of `cos θ`
is `K M`. -/
theorem meanCos_mul_eq (J : ℕ) (K : ℤ) (hK : |K| ≤ J) :
    (J : ℝ) * (J + 1) * meanCos J K = K * J := by
  have hJ : (J : ℝ) + 1 ≠ 0 := by positivity
  rw [meanCos_eq J K hK]
  field_simp
```

This is $J(J+1)\langle\cos\theta\rangle=KM$ with $M$ written as `J`. The product form also covers $J=0$, where both sides are zero.

```lean
/-- For integers `|K| ≤ J` the equal mixture of the normalised densities of `K` and `-K`
has mean `cos θ` zero. -/
theorem mixture_mean_zero (J : ℕ) (K : ℤ) (hK : |K| ≤ J) :
    ∫ x in (-1 : ℝ)..1, x * ((density J K x / totalWeight J K
      + density J (-K) x / totalWeight J (-K)) / 2) = 0 := by
  have e : ∀ x : ℝ, x * ((density J K x / totalWeight J K
      + density J (-K) x / totalWeight J (-K)) / 2) =
      (2⁻¹ * (totalWeight J K)⁻¹) * (x * density J K x)
        + (2⁻¹ * (totalWeight J (-K))⁻¹) * (x * density J (-K) x) := by
    intro x
    ring
  have h1 := meanCos_eq J K hK
  have h2 := meanCos_eq J (-K) (by rwa [abs_neg])
  unfold meanCos at h1 h2
  push_cast at h2
  simp only [e]
  rw [intervalIntegral.integral_add, intervalIntegral.integral_const_mul,
    intervalIntegral.integral_const_mul]
  · linear_combination (h1 + h2) / 2
  · exact Continuous.intervalIntegrable (by unfold density; fun_prop) _ _
  · exact Continuous.intervalIntegrable (by unfold density; fun_prop) _ _
```

Each density is normalised separately before the two are averaged with equal weights. The identity `e` splits the integrand into two terms, and the two means then cancel.

## Selection in K and the change to parity combinations

```lean
/-- The integrand of a matrix element of `cos θ` is a real function of `cos θ` times the
phase `exp(i(K'-K)χ)`. -/
theorem wave_mul (J : ℕ) (K K' : ℤ) (x χ : ℝ) :
    conj (wave J K x χ) * x * wave J K' x χ =
      ((√(density J K x / (2 * π * totalWeight J K))
        * √(density J K' x / (2 * π * totalWeight J K')) * x : ℝ) : ℂ)
        * Complex.exp (((K' : ℂ) - K) * Complex.I * χ) := by
  have hc : conj (Complex.I * K * χ) = -(Complex.I * K * χ) := by simp
  have he : Complex.exp (((K' : ℂ) - K) * Complex.I * χ) =
      Complex.exp (-(Complex.I * K * χ)) * Complex.exp (Complex.I * K' * χ) := by
    rw [← Complex.exp_add]
    congr 1
    ring
  unfold wave
  rw [map_mul, Complex.conj_ofReal, ← Complex.exp_conj, hc, he]
  push_cast
  ring
```

Complex conjugation reverses the phase of the first wavefunction. The product is then a real function of $x$ times $e^{i(K'-K)\chi}$, which is the factorisation used by hand.

```lean
/-- `cos θ` does not couple states with different `K` that have the same `J` and `M = J`. -/
theorem cosElement_of_ne (J : ℕ) {K K' : ℤ} (h : K ≠ K') : cosElement J K K' = 0 := by
  have hc : ((K' : ℂ) - K) * Complex.I ≠ 0 :=
    mul_ne_zero (sub_ne_zero.mpr (by exact_mod_cast h.symm)) Complex.I_ne_zero
  -- the phase averages to zero over a full turn about the figure axis
  have hint : ∫ χ in (0 : ℝ)..2 * π, Complex.exp (((K' : ℂ) - K) * Complex.I * χ) = 0 := by
    have h1 : Complex.exp (((K' : ℂ) - K) * Complex.I * ((2 * π : ℝ) : ℂ)) = 1 :=
      (congrArg Complex.exp (by push_cast; ring)).trans
        (Complex.exp_int_mul_two_pi_mul_I (K' - K))
    rw [integral_exp_mul_complex hc, h1]
    simp
  simp only [cosElement, wave_mul, intervalIntegral.integral_const_mul, hint, mul_zero,
    intervalIntegral.integral_zero]
```

For $K\ne K'$, `hint` evaluates the phase integral: the exponential equals one at both ends of the full turn, so their difference vanishes. The cross terms are thus derived from the wavefunctions. This step needs no bound on $K$ or $K'$.

```lean
/-- For integers `|K| ≤ J` the diagonal matrix element of `cos θ` is `K/(J+1)`. -/
theorem cosElement_self (J : ℕ) (K : ℤ) (hK : |K| ≤ J) :
    cosElement J K K = (K : ℂ) / (J + 1) := by
  have hm : ((meanCos J K : ℝ) : ℂ) = (K : ℂ) / (J + 1) := by simp [meanCos_eq J K hK]
  have hN := totalWeight_pos J K
  have hN0 := hN.ne'
  have hπ := Real.pi_ne_zero
  rw [← hm]
  unfold cosElement
  refine (intervalIntegral.integral_congr
    (g := fun x => ((x * density J K x / totalWeight J K : ℝ) : ℂ)) ?_).trans ?_
  · intro x hx
    rw [Set.uIcc_of_le (by norm_num)] at hx
    have h1 : 0 ≤ 1 + x := by linarith [hx.1]
    have h2 : 0 ≤ 1 - x := by linarith [hx.2]
    have hρ : 0 ≤ density J K x := by unfold density; positivity
    have hr : 0 ≤ density J K x / (2 * π * totalWeight J K) := by positivity
    simp only [wave_mul, sub_self, zero_mul, Complex.exp_zero, mul_one,
      Real.mul_self_sqrt hr, intervalIntegral.integral_const]
    rw [sub_zero, Complex.real_smul, ← Complex.ofReal_mul]
    congr 1
    field_simp
  · rw [intervalIntegral.integral_ofReal, intervalIntegral.integral_div]
    rfl
```

For equal indices the phase is one and the $\chi$ integral contributes $2\pi$. The density is nonnegative on the interval, so the product of the two square roots is $\rho_K/(2\pi W_K)$, and the two factors $2\pi$ cancel. What remains is `meanCos`, whose value is known.

```lean
/-- For integers `|K| ≤ J` the matrix of `cos θ` on the pair `K`, `-K` is diagonal with
entries `K/(J+1)` and `-K/(J+1)`. -/
theorem cosMatrix_eq (J : ℕ) (K : ℤ) (hK : |K| ≤ J) :
    cosMatrix J K = !![(K : ℂ) / (J + 1), 0; 0, -((K : ℂ) / (J + 1))] := by
  by_cases h : K = 0
  · subst h
    have h00 : cosElement J 0 0 = 0 := by
      rw [cosElement_self J 0 (by simp)]
      simp
    simp [cosMatrix, h00]
  · rw [cosMatrix, cosElement_self J K hK, cosElement_self J (-K) (by rwa [abs_neg]),
      cosElement_of_ne J (show K ≠ -K by omega), cosElement_of_ne J (show -K ≠ K by omega)]
    simp [neg_div]
```

For $K\ne0$ the two states are distinct, and the diagonal and off-diagonal results fill the four entries. The case $K=0$ is treated separately, because there the off-diagonal entries are also elements of a state with itself; all four are zero.

```lean
/-- For integers `|K| ≤ J`, in the sum and difference combinations of `K` and `-K` the matrix
of `cos θ` has zero diagonal and off-diagonal entries `K/(J+1)`. -/
theorem cosMatrix_parity (J : ℕ) (K : ℤ) (hK : |K| ≤ J) :
    parityBasisᴴ * cosMatrix J K * parityBasis =
      !![0, (K : ℂ) / (J + 1); (K : ℂ) / (J + 1), 0] := by
  have h2 : ((1 / √2 : ℝ) : ℂ) * ((1 / √2 : ℝ) : ℂ) = 1 / 2 := by
    have h : (1 / √2) * (1 / √2) = (1 / 2 : ℝ) := by
      rw [div_mul_div_comm, Real.mul_self_sqrt (by norm_num), one_mul]
    rw [← Complex.ofReal_mul, h]
    norm_num
  have hU : parityBasisᴴ = parityBasis := by
    ext i j
    fin_cases i <;> fin_cases j <;> simp [parityBasis]
  rw [hU, cosMatrix_eq J K hK, parityBasis, Matrix.smul_mul, Matrix.smul_mul,
    Matrix.mul_smul, smul_smul, h2]
  generalize (K : ℂ) / (J + 1) = s
  ext i j
  fin_cases i <;> fin_cases j <;> simp <;> ring

end

end SymmetricTopOrientation
```

The superscript `ᴴ` denotes the conjugate transpose. The proof shows that `parityBasis` equals its own conjugate transpose, collects the two factors $1/\sqrt2$ into $1/2$, and checks the four entries of the product with $s$ in place of $K/(J+1)$. For $J=2$, $K=1$ the off-diagonal entries are $\tfrac13$.

The theorems concern a single $J$ with $M=J$. Coupling to other values of $J$, which a field also causes, and any energy splitting between the parity combinations are absent from the model.

```lean
#print axioms SymmetricTopOrientation.meanCos_mul_eq
-- 'SymmetricTopOrientation.meanCos_mul_eq' depends on axioms: [propext, Classical.choice, Quot.sound]
#print axioms SymmetricTopOrientation.mixture_mean_zero
-- 'SymmetricTopOrientation.mixture_mean_zero' depends on axioms: [propext, Classical.choice, Quot.sound]
#print axioms SymmetricTopOrientation.cosMatrix_parity
-- 'SymmetricTopOrientation.cosMatrix_parity' depends on axioms: [propext, Classical.choice, Quot.sound]
```
